# An even pair interaction on a ring, convex away from contact, has no negative Fourier component at nonzero frequency

I have a toy exchange calculation on a ring of $N$ grid points, with the electron repulsion tabulated as a function $v(d)$ of the separation $d$. With a softened Coulomb table, the Fourier components I looked at away from zero frequency were all nonnegative. Then I cut the table off, keeping the value 1 at contact and at the two nearest neighbours and 0 everywhere else. On an even grid, the component at the highest frequency came out as $-1$.

The truncated table is repulsive or zero at every separation, so where does a negative component come from? Is there something I can check in the real-space table that rules it out? I am also worried about the contact point, where the Coulomb repulsion makes $v$ large and sharply peaked: does that peak endanger the sign?

## The sign comes from the curvature, and contact has no weight

A condition that rules out negative components at every nonzero frequency can be read off the table: $v$ should be even, and its second difference should be nonnegative at every $d \neq 0$. The peak at contact does no harm. Your truncated table breaks the condition at the edge of its plateau.

Write the transform, for a frequency $k$ on the same ring $\mathbb Z_N$, as
$$V(k)=\sum_d e^{-2\pi i dk/N}\,v(d).$$
If $v$ is real and even, complex conjugation followed by $d\to -d$ returns the same sum, so $V(k)$ is real.

For the sign, define the curvature
$$c(d)=v(d+1)+v(d-1)-2v(d).$$
Shifting the summation variable shows that $v(d\pm1)$ has the transform $e^{\pm 2\pi i k/N}V(k)$. Hence
$$\sum_d e^{-2\pi i dk/N}c(d)=-\bigl(2-2\cos(2\pi k/N)\bigr)V(k).$$
The curvatures also add up to zero around the ring, because each of the three terms in $c$ sums to a multiple of $\sum_d v(d)$ and the multiples cancel. Taking the real part of the previous line and subtracting it from $\sum_d c(d)=0$ gives
$$\bigl(2-2\cos(2\pi k/N)\bigr)\,\mathrm{Re}\,V(k)=\sum_d c(d)\,\bigl(1-\cos(2\pi dk/N)\bigr).$$

At $d=0$ the weight $1-\cos(2\pi dk/N)$ vanishes, so the curvature at contact, however negative, drops out. All other weights are nonnegative. If $c(d)\ge 0$ for $d\ne0$, the right side is nonnegative, and for $k\neq0$ the prefactor on the left is positive. So $V(k)\ge0$.

**The softened Coulomb table.** Let $n$ be the representative of $d$ with $0\le n<N$, and take
$$v(d)=\frac1{a+n}+\frac1{a+N-n},\qquad a>0.$$
Reversing $d$ exchanges the two terms, so $v$ is even. For $x>1$,
$$\frac1{x+1}+\frac1{x-1}-\frac2x=\frac{2}{x(x+1)(x-1)}>0.$$
For $1\le n\le N-1$, apply this with $x=a+n$ and with $x=a+N-n$. Both exceed 1, and the two inequalities add up to $c(d)>0$.

**The truncated table.** On $N=2m$ points with $m\ge2$, the phase at frequency $m$ is $(-1)^d$, so
$$V(m)=1-1-1=-1.$$
In the curvature identity, the prefactor at this frequency is 4 and only odd $d$ carry weight, namely 2. The edges of the plateau have $c(\pm1)=-1$ and the other odd separations have $c=0$. The right side is therefore $-4$, which again gives $V(m)=-1$.

Here are the definitions and proofs in Lean.

```lean
import Mathlib

open scoped ComplexConjugate

namespace ConvexExchangeKernel

noncomputable section

/- The plane-wave phase `χ x = exp (2 π i x / N)` on the periodic grid. -/
local notation "χ" => ZMod.stdAddChar

variable {N : ℕ} [NeZero N]

/-- The discrete Fourier transform on a periodic grid of `N` points,
the sum over `d` of `exp (-2 π i d k / N) f(d)`. -/
def gridFT (f : ZMod N → ℂ) (k : ZMod N) : ℂ :=
  ∑ d, χ (-(d * k)) * f d

/-- The discrete curvature (second difference) of a pair interaction. -/
def curvature (v : ZMod N → ℝ) (d : ZMod N) : ℝ :=
  v (d + 1) + v (d - 1) - 2 * v d

/-- A Coulomb interaction with softening length `a > 0`, summed over the two nearest
periodic images, at distances `d` and `N - d`. -/
def softCoulomb (a : ℝ) (d : ZMod N) : ℝ :=
  1 / (a + (d.val : ℝ)) + 1 / (a + ((N : ℝ) - (d.val : ℝ)))

/-- The sharply truncated interaction: one at contact and at nearest neighbours,
zero elsewhere. -/
def sharpCutoff (d : ZMod N) : ℝ :=
  if d = 0 ∨ d = 1 ∨ d = -1 then 1 else 0

/-- At a nonzero frequency the cosine of the plane-wave phase is strictly below one. -/
theorem cos_phase_lt_one {k : ZMod N} (hk : k ≠ 0) : (χ k : ℂ).re < 1 := by
  have hn : ‖(χ k : ℂ)‖ = 1 := AddChar.norm_apply _ _
  have hsq : (χ k : ℂ).re * (χ k : ℂ).re + (χ k : ℂ).im * (χ k : ℂ).im = 1 := by
    rw [← Complex.normSq_apply, Complex.normSq_eq_norm_sq, hn]
    norm_num
  by_contra h
  have h1 : 1 ≤ (χ k : ℂ).re := not_lt.mp h
  have hre : (χ k : ℂ).re = 1 :=
    le_antisymm (by nlinarith [mul_self_nonneg (χ k : ℂ).im]) h1
  have him : (χ k : ℂ).im = 0 := by
    rw [hre] at hsq
    exact mul_self_eq_zero.mp (by linarith)
  apply hk
  apply ZMod.injective_stdAddChar
  rw [AddChar.map_zero_eq_one]
  exact Complex.ext (by simpa using hre) (by simpa using him)

/-- Translating a function on the grid multiplies its transform by a phase. -/
theorem gridFT_shift (f : ZMod N → ℂ) (a k : ZMod N) :
    gridFT (fun d => f (d + a)) k = χ (a * k) * gridFT f k := by
  have h := Equiv.sum_comp (Equiv.addRight a) (fun d => χ (a * k) * (χ (-(d * k)) * f d))
  simp only [Equiv.coe_addRight] at h
  simp only [gridFT, Finset.mul_sum]
  rw [← h]
  refine Finset.sum_congr rfl fun d _ => ?_
  have e := AddChar.map_add_eq_mul (ZMod.stdAddChar (N := N)) (a * k) (-((d + a) * k))
  rw [show a * k + -((d + a) * k) = -(d * k) by ring] at e
  rw [e, mul_assoc]

/-- The real part of the transform of a real interaction, times `2 - 2 cos (2 π k / N)`, is
the sum of the curvatures weighted by `1 - cos (2 π d k / N)`. -/
theorem curvature_identity (v : ZMod N → ℝ) (k : ZMod N) :
    (2 - 2 * (χ k : ℂ).re) * (gridFT (fun d => (v d : ℂ)) k).re
      = ∑ d, curvature v d * (1 - (χ (d * k) : ℂ).re) := by
  have hre (w : ZMod N → ℝ) : (gridFT (fun d => (w d : ℂ)) k).re
      = ∑ d, (χ (d * k) : ℂ).re * w d := by
    simp only [gridFT, Complex.re_sum, AddChar.map_neg_eq_conj, Complex.mul_re,
      Complex.conj_re, Complex.ofReal_re, Complex.ofReal_im, mul_zero, sub_zero]
  have r1 : ∑ d, (χ (d * k) : ℂ).re * v (d + 1)
      = (χ k * gridFT (fun d => (v d : ℂ)) k).re := by
    have h := gridFT_shift (fun d => (v d : ℂ)) 1 k
    simp only [one_mul] at h
    exact (hre fun d => v (d + 1)).symm.trans (congrArg Complex.re h)
  have r2 : ∑ d, (χ (d * k) : ℂ).re * v (d - 1)
      = (conj (χ k : ℂ) * gridFT (fun d => (v d : ℂ)) k).re := by
    have h := gridFT_shift (fun d => (v d : ℂ)) (-1) k
    simp only [← sub_eq_add_neg, neg_mul, one_mul, AddChar.map_neg_eq_conj] at h
    exact (hre fun d => v (d - 1)).symm.trans (congrArg Complex.re h)
  -- the curvatures add up to zero around the ring
  have s1 : ∑ d, v (d + 1) = ∑ d, v d := Equiv.sum_comp (Equiv.addRight (1 : ZMod N)) v
  have s2 : ∑ d, v (d - 1) = ∑ d, v d := Equiv.sum_comp (Equiv.subRight (1 : ZMod N)) v
  have split : ∑ d, curvature v d * (1 - (χ (d * k) : ℂ).re)
      = (∑ d, v (d + 1) + ∑ d, v (d - 1) - 2 * ∑ d, v d)
        - (∑ d, (χ (d * k) : ℂ).re * v (d + 1) + ∑ d, (χ (d * k) : ℂ).re * v (d - 1)
          - 2 * ∑ d, (χ (d * k) : ℂ).re * v d) := by
    simp only [Finset.mul_sum, ← Finset.sum_add_distrib, ← Finset.sum_sub_distrib]
    exact Finset.sum_congr rfl fun d _ => by rw [curvature]; ring
  rw [split, s1, s2, r1, r2, ← hre v]
  simp only [Complex.mul_re, Complex.conj_re, Complex.conj_im]
  ring

/-- The transform of a real, even interaction is real. -/
theorem gridFT_im (v : ZMod N → ℝ) (heven : ∀ d, v (-d) = v d) (k : ZMod N) :
    (gridFT (fun d => (v d : ℂ)) k).im = 0 := by
  apply Complex.conj_eq_iff_im.mp
  rw [gridFT, map_sum]
  refine Eq.trans ?_ (Equiv.sum_comp (Equiv.neg (ZMod N))
    (fun d => χ (-(d * k)) * (v d : ℂ)))
  refine Finset.sum_congr rfl fun d _ => ?_
  change _ = χ (-(-d * k)) * (v (-d) : ℂ)
  rw [map_mul, ← AddChar.map_neg_eq_conj, Complex.conj_ofReal, heven, neg_mul]

/-- A real, even interaction whose curvature is nonnegative away from contact has a real,
nonnegative Fourier transform at every nonzero frequency. -/
theorem gridFT_nonneg (v : ZMod N → ℝ) (heven : ∀ d, v (-d) = v d)
    (hconv : ∀ d, d ≠ 0 → 2 * v d ≤ v (d + 1) + v (d - 1)) {k : ZMod N} (hk : k ≠ 0) :
    (gridFT (fun d => (v d : ℂ)) k).im = 0 ∧ 0 ≤ (gridFT (fun d => (v d : ℂ)) k).re := by
  refine ⟨gridFT_im v heven k, ?_⟩
  have hpos : 0 < 2 - 2 * (χ k : ℂ).re := by linarith [cos_phase_lt_one hk]
  refine (mul_nonneg_iff_of_pos_left hpos).mp ?_
  rw [curvature_identity]
  refine Finset.sum_nonneg fun d _ => ?_
  by_cases hd : d = 0
  · -- the contact term carries zero weight
    simp [hd]
  · have hle : (χ (d * k) : ℂ).re ≤ 1 :=
      (Complex.re_le_norm _).trans (AddChar.norm_apply _ _).le
    exact mul_nonneg (by rw [curvature]; linarith [hconv d hd]) (by linarith)

/-- The softened Coulomb interaction with `a > 0` has a real, nonnegative transform at every
nonzero frequency. -/
theorem softCoulomb_gridFT_nonneg {a : ℝ} (ha : 0 < a) {k : ZMod N} (hk : k ≠ 0) :
    (gridFT (fun d => (softCoulomb a d : ℂ)) k).im = 0 ∧
      0 ≤ (gridFT (fun d => (softCoulomb a d : ℂ)) k).re := by
  have hval (j : ℕ) (hj : j ≤ N) : softCoulomb a (j : ZMod N)
      = 1 / (a + (j : ℝ)) + 1 / (a + ((N : ℝ) - (j : ℝ))) := by
    rcases hj.lt_or_eq with h | h
    · rw [softCoulomb, ZMod.val_natCast_of_lt h]
    · rw [h, softCoulomb, ZMod.natCast_self, ZMod.val_zero, Nat.cast_zero, sub_zero,
        sub_self, add_comm]
  -- convexity of the inverse distance
  have key (x : ℝ) (hx : 1 < x) : 2 * (1 / x) ≤ 1 / (x + 1) + 1 / (x - 1) := by
    have p0 : 0 < x := by linarith
    have p1 : 0 < x + 1 := by linarith
    have p2 : 0 < x - 1 := by linarith
    have e : 1 / (x + 1) + 1 / (x - 1) - 2 * (1 / x) = 2 / (x * (x + 1) * (x - 1)) := by
      have q0 := p0.ne'
      have q1 := p1.ne'
      have q2 := p2.ne'
      field_simp
      ring
    have : 0 < 2 / (x * (x + 1) * (x - 1)) := div_pos two_pos (mul_pos (mul_pos p0 p1) p2)
    linarith
  have hrep (d : ZMod N) : ∃ n : ℕ, n < N ∧ (n : ZMod N) = d :=
    ⟨d.val, ZMod.val_lt d, ZMod.natCast_zmod_val d⟩
  refine gridFT_nonneg _ (fun d => ?_) (fun d hd => ?_) hk
  · obtain ⟨n, hn, rfl⟩ := hrep d
    have e : -(n : ZMod N) = ((N - n : ℕ) : ZMod N) := by
      rw [Nat.cast_sub hn.le, ZMod.natCast_self, zero_sub]
    rw [e, hval _ (Nat.sub_le _ _), hval n hn.le, Nat.cast_sub hn.le, sub_sub_cancel, add_comm]
  · obtain ⟨n, hn, rfl⟩ := hrep d
    have hn1 : 1 ≤ n := Nat.one_le_iff_ne_zero.mpr fun h => hd (by simp [h])
    have e1 : (n : ZMod N) + 1 = ((n + 1 : ℕ) : ZMod N) := by push_cast; rfl
    have e2 : (n : ZMod N) - 1 = ((n - 1 : ℕ) : ZMod N) := by
      rw [Nat.cast_sub hn1, Nat.cast_one]
    rw [e1, e2, hval (n + 1) hn, hval (n - 1) (by omega), hval n hn.le, Nat.cast_sub hn1]
    have c1 : (1 : ℝ) ≤ n := by exact_mod_cast hn1
    have c2 : (n : ℝ) + 1 ≤ N := by exact_mod_cast hn
    have k1 := key (a + n) (by linarith)
    have k2 := key (a + ((N : ℝ) - n)) (by linarith)
    push_cast
    rw [show a + ((n : ℝ) + 1) = a + n + 1 by ring,
      show a + ((n : ℝ) - 1) = a + n - 1 by ring,
      show a + ((N : ℝ) - (n + 1)) = a + (N - n) - 1 by ring,
      show a + ((N : ℝ) - (n - 1)) = a + (N - n) + 1 by ring]
    linarith

/-- On a ring of `2m` points with `m ≥ 2`, the sharply truncated interaction has transform
`-1` at frequency `m`. -/
theorem sharpCutoff_gridFT (m : ℕ) (hm : 2 ≤ m) [NeZero (2 * m)] :
    gridFT (fun d : ZMod (2 * m) => (sharpCutoff d : ℂ)) (m : ZMod (2 * m)) = -1 := by
  have hne (j : ℕ) (h0 : 0 < j) (hj : j < 2 * m) : (j : ZMod (2 * m)) ≠ 0 := fun h =>
    absurd (Nat.le_of_dvd h0 ((CharP.cast_eq_zero_iff (ZMod (2 * m)) (2 * m) j).mp h))
      (not_le_of_gt hj)
  have h1 : (1 : ZMod (2 * m)) ≠ 0 := by simpa using hne 1 (by omega) (by omega)
  have h2 : (1 : ZMod (2 * m)) ≠ -1 := fun h => hne 2 (by omega) (by omega) (by
    push_cast
    linear_combination h)
  -- the phase at half the ring is a square root of one other than one itself
  have hχ : (χ (m : ZMod (2 * m)) : ℂ) = -1 := by
    have hs : (χ (m : ZMod (2 * m)) : ℂ) * χ (m : ZMod (2 * m)) = 1 := by
      rw [← AddChar.map_add_eq_mul, ← Nat.cast_add, ← two_mul, ZMod.natCast_self,
        AddChar.map_zero_eq_one]
    refine (mul_self_eq_one_iff.mp hs).resolve_left fun h => hne m (by omega) (by omega) ?_
    apply ZMod.injective_stdAddChar
    rw [h, AddChar.map_zero_eq_one]
  have hsplit (d : ZMod (2 * m)) : (sharpCutoff d : ℂ)
      = (if d = 0 then 1 else 0) + (if d = 1 then 1 else 0) + (if d = -1 then 1 else 0) := by
    by_cases a0 : d = 0
    · simp [sharpCutoff, a0, h1, h1.symm]
    · by_cases a1 : d = 1
      · simp [sharpCutoff, a1, h1, h2]
      · by_cases a2 : d = -1
        · simp [sharpCutoff, a2, h1, h2.symm]
        · simp [sharpCutoff, a0, a1, a2]
  have e0 : (χ (-(0 * (m : ZMod (2 * m)))) : ℂ) = 1 := by
    rw [zero_mul, neg_zero, AddChar.map_zero_eq_one]
  have e1 : (χ (-(1 * (m : ZMod (2 * m)))) : ℂ) = -1 := by
    rw [one_mul, AddChar.map_neg_eq_conj, hχ, map_neg, map_one]
  have e2 : (χ (-(-1 * (m : ZMod (2 * m)))) : ℂ) = -1 := by
    rw [neg_mul, one_mul, neg_neg, hχ]
  simp only [gridFT, hsplit, mul_add, mul_ite, mul_one, mul_zero, Finset.sum_add_distrib,
    Finset.sum_ite_eq', Finset.mem_univ, if_true]
  rw [e0, e1, e2]
  norm_num

end

end ConvexExchangeKernel
```

```lean
#print axioms ConvexExchangeKernel.gridFT_nonneg
#print axioms ConvexExchangeKernel.softCoulomb_gridFT_nonneg
#print axioms ConvexExchangeKernel.sharpCutoff_gridFT
```

```
'ConvexExchangeKernel.gridFT_nonneg' depends on axioms: [propext, Classical.choice, Quot.sound]
'ConvexExchangeKernel.softCoulomb_gridFT_nonneg' depends on axioms: [propext, Classical.choice, Quot.sound]
'ConvexExchangeKernel.sharpCutoff_gridFT' depends on axioms: [propext, Classical.choice, Quot.sound]
```

## What the theorems say about the ring

The grid is `ZMod N` with $N\ge1$, so separations and frequencies are both integers modulo $N$, and lengths are in units of the grid spacing. The symbol `χ` is Mathlib's standard character, $\chi(x)=e^{2\pi i x/N}$. Thus `gridFT` is the transform above, with a minus sign in the exponent and no factor $1/N$. An interaction is a function `v : ZMod N → ℝ`, whose values are read as complex numbers when it is transformed.

In `gridFT_nonneg`, the hypothesis `heven` is evenness, and `hconv` is nonnegative curvature at every `d ≠ 0`. The conclusion, for each `k ≠ 0`, is that the imaginary part of the transform is zero and its real part is nonnegative. A component may vanish, as all those at nonzero frequency do for a constant $v$.

Zero frequency is excluded for a good reason: adding a constant to $v$ leaves both hypotheses intact but shifts $V(0)$ by $N$ times that constant, so its sign cannot follow from them. The condition is also not necessary. For $N\ge5$ the table $v(d)=\cos(2\pi d/N)$ has nonnegative components but negative curvature at $d=1$.

The theorem `softCoulomb_gridFT_nonneg` applies the criterion for every $a>0$. Here $a$ stands for a short-distance smearing that keeps the repulsion finite at contact. The softening is $1/(a+r)$, which is convex for all $r\ge0$; the form $1/\sqrt{r^2+a^2}$ is concave at short range and would need its own check. Two image terms are kept, so this is neither a full periodic lattice sum nor the bare $1/r$ interaction. The theorem `sharpCutoff_gridFT` gives the value $-1$ at frequency $m$ on $2m$ points, for $m\ge2$. At $m=1$ the two neighbours are the same point.

For exchange on this finite one-dimensional ring, the sign matters because the exchange integral of two orbitals $\varphi_i$ and $\varphi_j$ is $\frac1N\sum_k V(k)|\hat\rho(k)|^2$, where $\hat\rho$ is the transform of the product $\rho(x)=\varphi_i^*(x)\varphi_j(x)$, and $\hat\rho(0)=0$ when the two orbitals are orthogonal. Nonnegative components at $k\ne0$ then make the exchange integral nonnegative; this energy formula is ordinary Fourier inversion, which I am using here without a Lean proof. Nothing here decides the sign for a truncated interaction in three dimensions.

## From the phase factors to the two tables

`cos_phase_lt_one` supplies the positive prefactor. A phase has modulus one, so a real part of at least 1 would force $\chi(k)=1=\chi(0)$. Injectivity of the character then gives $k=0$, contrary to assumption.

`gridFT_shift` is the change of summation variable, carried out with `Equiv.addRight a`; here `a` is the shift, not the softening length. In `curvature_identity`, it is used for shifts by $+1$ and $-1$, giving `r1` and `r2`. The equalities `s1` and `s2` say that shifting does not change the plain sum of $v$, which is how the curvatures cancel around the ring. The step `split` separates the weighted curvature sum into its unweighted and cosine parts. When the two shifted transforms are added, the terms containing the imaginary part of $\chi(k)$ cancel, and `ring` finishes the algebra. Evenness is not used in this identity.

`gridFT_im` is where evenness enters: it conjugates the sum and reindexes it by $d\to-d$. `gridFT_nonneg` then divides out the positive prefactor through `mul_nonneg_iff_of_pos_left` and checks the remaining sum term by term. The case `d = 0` has zero weight; every other term is a product of two nonnegative factors.

For the softened interaction, `hval` shows that the formula in $n$ holds for all $0\le n\le N$, including $n=N$, which is the contact point again. This lets the neighbours $n\pm1$ be evaluated without a special case at the end of the ring. The inequality `key` is the convexity of $1/x$ computed above, and `k1` and `k2` are its two uses.

For the truncated interaction, `hχ` shows that the phase at frequency $m$ is $-1$: its square is 1, and it is not 1 itself because $m\ne0$ on the ring. The step `hsplit` writes the table as three single-point functions, using that $0$, $1$ and $-1$ are distinct. Their phases, `e0`, `e1` and `e2`, are $1$, $-1$ and $-1$, and these add up to the negative component you found.
